# Polynomial vector potentials reach Coulomb gauge by a polynomial gauge function, unique up to a harmonic polynomial

The fields in this note are polynomials with real coefficients, and their derivatives are the formal ones that lower an exponent and multiply by it. For real polynomials these agree with the derivatives of calculus. The choice turns the gauge problem into algebra: there is no domain, no boundary condition and no decay at infinity. It includes the linear potential of a uniform magnetic field, and it excludes non-constant potentials that are periodic in every coordinate.

## The divergence shifts by a Laplacian

Let $x_1,\dots,x_n$ be Cartesian coordinates, $\partial_j$ the derivative along $x_j$, and $A=(A_1,\dots,A_n)$ a vector potential with polynomial components. Write $\operatorname{div}A=\sum_j\partial_jA_j$ and $\Delta=\sum_j\partial_j\partial_j$. A polynomial gauge function $\chi$ changes $A_j$ into $A_j+\partial_j\chi$, and therefore
$$\operatorname{div}(A+\nabla\chi)=\operatorname{div}A+\Delta\chi .$$

Some polynomial $\chi_0$ makes the right-hand side zero. A polynomial $\chi$ does the same exactly when $\chi=\chi_0+h$ with $\Delta h=0$.

## Codes that keep only $A\cdot p$

For one particle of charge $q$ and mass $m$ in a prescribed static magnetic field with a time-independent vector potential, the kinetic energy $(p-qA)^2/2m$ contains the cross term $-\frac{q}{2m}(p\cdot A+A\cdot p)$. Since $p\cdot A-A\cdot p=-\mathrm{i}\hbar\operatorname{div}A$, with $\mathrm{i}$ the imaginary unit, a code that implements only $-\frac{q}{m}A\cdot p$ relies on $\operatorname{div}A=0$. For polynomial potentials, the result says that a polynomial gauge function can always establish this condition. The wavefunction must then be multiplied by the phase $e^{\mathrm{i}q\chi/\hbar}$.

The construction also supplies exact test data for a routine that projects onto Coulomb gauge: choose a polynomial $A$, compute $\chi_0$, and give the Poisson solver the boundary values of $\chi_0$.

The remaining freedom is familiar from a uniform magnetic field of strength $B$ perpendicular to the $xy$ plane. The potentials $(-By,0)$ and $(-By/2,Bx/2)$ are both divergence-free, and the harmonic gauge function $Bxy/2$ takes the first to the second. The condition $\operatorname{div}A=0$ alone therefore does not tell a code which of them it has been given.

## Solving the Poisson equation one monomial at a time

Let $n\ge1$ and fix one coordinate $x_i$. Consider a monomial $a\,x^s$, where $x^s=\prod_k x_k^{s_k}$, and let $d=\sum_{k\ne i}s_k$ be its degree in the other coordinates. Raise the power of $x_i$ by two and rescale:
$$u=c\,x_i^2x^s,\qquad c=\frac{a}{(s_i+2)(s_i+1)} .$$
Then $\partial_i\partial_iu=a\,x^s$, so
$$a\,x^s=\Delta u-\sum_{j\ne i}\partial_j\partial_ju .$$
Each term of the last sum has the coefficient $c\,s_j(s_j-1)$. It vanishes if $s_j\le1$; otherwise it is a monomial whose degree in the other coordinates is $d-2$. By induction on $d$, these terms are themselves Laplacians of polynomials, and hence so is $a\,x^s$. If $d=0$, the sum vanishes and the induction has its start. Every polynomial is a finite sum of monomials and $\Delta$ is linear, so every polynomial is a Laplacian.

Applied to $-\operatorname{div}A$, this gives $\chi_0$ with $\Delta\chi_0=-\operatorname{div}A$. If $\chi$ also reaches Coulomb gauge, subtracting the two equations gives $\Delta(\chi-\chi_0)=0$, so $h=\chi-\chi_0$ is harmonic. Conversely, adding a harmonic $h$ to $\chi_0$ leaves $\Delta\chi_0$ unchanged.

As an example, take $A=(0,y^3/3)$ in the plane, with $\operatorname{div}A=y^2$. Raising the power of $x$ gives $\Delta(x^2y^2/2)=y^2+x^2$, and the remainder is $x^2=\Delta(x^4/12)$. Hence
$$\chi_0=-\frac{x^2y^2}{2}+\frac{x^4}{12},\qquad A+\nabla\chi_0=\left(\frac{x^3}{3}-xy^2,\ \frac{y^3}{3}-x^2y\right),$$
and the divergence of the new potential is $x^2-y^2+y^2-x^2=0$.

The field strength $F_{jk}=\partial_jA_k-\partial_kA_j$ changes by $\partial_j\partial_k\chi-\partial_k\partial_j\chi$. This is zero because the commutator of two partial derivatives obeys the product rule and vanishes on every coordinate, and so vanishes on every polynomial. Taking the divergence of the field strength gives
$$\sum_j\partial_jF_{jk}=\Delta A_k-\partial_k\operatorname{div}A,$$
which reduces to $\Delta A_k$ in Coulomb gauge. In three dimensions the left-hand side is $-(\nabla\times B)_k$, where $B$ is now the field vector. The static Ampère law with current density $J$ and vacuum permeability $\mu_0$ then becomes one Poisson equation per component, $-\Delta A_k=\mu_0J_k$.

Finally, for $i\ne j$ the function $x_ix_j$ is harmonic, since it is at most linear in each coordinate. Its derivative along $x_i$ is $x_j$, which is not the zero polynomial. Used as a gauge function, it changes the potential and preserves the divergence.

## The Lean source

```lean
import Mathlib

open MvPolynomial

namespace PolynomialCoulombGauge

noncomputable section

variable {σ : Type*} [Fintype σ]

/-- The Laplacian, the sum of all second derivatives `∂_j ∂_j`, acting on real polynomials. -/
def laplacian : MvPolynomial σ ℝ →ₗ[ℝ] MvPolynomial σ ℝ where
  toFun p := ∑ j, pderiv j (pderiv j p)
  map_add' p q := by simp [Finset.sum_add_distrib]
  map_smul' c p := by simp [Finset.smul_sum]

/-- The divergence `∑ ∂_j A_j` of a polynomial vector potential. -/
def divergence (A : σ → MvPolynomial σ ℝ) : MvPolynomial σ ℝ :=
  ∑ j, pderiv j (A j)

omit [Fintype σ] in
/-- The gauge transformation `A_j ↦ A_j + ∂_j χ`. -/
def gaugeTransform (A : σ → MvPolynomial σ ℝ) (χ : MvPolynomial σ ℝ) :
    σ → MvPolynomial σ ℝ :=
  fun j => A j + pderiv j χ

omit [Fintype σ] in
/-- The field strength `F_jk = ∂_j A_k - ∂_k A_j`. -/
def fieldStrength (A : σ → MvPolynomial σ ℝ) (j k : σ) : MvPolynomial σ ℝ :=
  pderiv j (A k) - pderiv k (A j)

/-- A gauge transformation with gauge function `χ` adds the Laplacian of `χ` to the divergence. -/
theorem divergence_gaugeTransform (A : σ → MvPolynomial σ ℝ) (χ : MvPolynomial σ ℝ) :
    divergence (gaugeTransform A χ) = divergence A + laplacian χ := by
  unfold divergence gaugeTransform
  simp only [map_add, Finset.sum_add_distrib]
  rfl

/-- Every monomial whose total degree in the coordinates other than `i` is below `N`
is the Laplacian of a polynomial. -/
theorem monomial_mem_range_laplacian [DecidableEq σ] (i : σ) (N : ℕ) :
    ∀ (s : σ →₀ ℕ) (a : ℝ), ∑ k ∈ Finset.univ.erase i, s k < N →
      monomial s a ∈ LinearMap.range (laplacian (σ := σ)) := by
  induction N with
  | zero => intro s a hs; omega
  | succ N ih =>
    intro s a hs
    -- Integrate twice along direction `i`.
    obtain ⟨c, hc⟩ : ∃ c : ℝ, c * ((s i + 2 : ℕ) : ℝ) * ((s i + 1 : ℕ) : ℝ) = a :=
      ⟨a / (((s i + 2 : ℕ) : ℝ) * ((s i + 1 : ℕ) : ℝ)), by push_cast; field_simp⟩
    have f1 : (s + Finsupp.single i 2 : σ →₀ ℕ) i = s i + 2 := by simp
    have f2 : (s + Finsupp.single i 2 - Finsupp.single i 1 : σ →₀ ℕ) i = s i + 1 := by
      rw [Finsupp.tsub_apply, f1, Finsupp.single_eq_same]
      omega
    have e1 : s + Finsupp.single i 2 - Finsupp.single i 1 - Finsupp.single i 1 = s := by
      ext k
      simp only [Finsupp.tsub_apply, Finsupp.add_apply, Finsupp.single_apply]
      split_ifs <;> omega
    have hi : pderiv i (pderiv i (monomial (s + Finsupp.single i 2) c)) = monomial s a := by
      rw [pderiv_monomial, pderiv_monomial, f1, f2, e1, hc]
    have g : ∀ k, k ≠ i → (s + Finsupp.single i 2 : σ →₀ ℕ) k = s k := by
      intro k hk
      simp [hk]
    have hsum := Finset.add_sum_erase Finset.univ
      (fun j => pderiv j (pderiv j (monomial (s + Finsupp.single i 2) c))) (Finset.mem_univ i)
    have hL : laplacian (monomial (s + Finsupp.single i 2) c)
        = ∑ j, pderiv j (pderiv j (monomial (s + Finsupp.single i 2) c)) := rfl
    have key : monomial s a = laplacian (monomial (s + Finsupp.single i 2) c)
        - ∑ j ∈ Finset.univ.erase i,
            pderiv j (pderiv j (monomial (s + Finsupp.single i 2) c)) := by
      rw [hL, ← hsum]
      simp only [hi, add_sub_cancel_right]
    rw [key]
    refine Submodule.sub_mem _ (LinearMap.mem_range_self _ _)
      (Submodule.sum_mem _ fun j hj => ?_)
    -- The remaining terms have lower degree in the other coordinates.
    have hji : j ≠ i := Finset.ne_of_mem_erase hj
    rw [pderiv_monomial, pderiv_monomial]
    by_cases h0 : s j = 0
    · rw [g j hji, h0]
      simp only [Nat.cast_zero, mul_zero, zero_mul, map_zero]
      exact Submodule.zero_mem _
    · refine ih _ _ ?_
      have hlt : ∑ k ∈ Finset.univ.erase i,
          (s + Finsupp.single i 2 - Finsupp.single j 1 - Finsupp.single j 1 : σ →₀ ℕ) k
          < ∑ k ∈ Finset.univ.erase i, s k := by
        refine Finset.sum_lt_sum (fun k hk => ?_) ⟨j, hj, ?_⟩
        · rw [Finsupp.tsub_apply, Finsupp.tsub_apply, g k (Finset.ne_of_mem_erase hk)]
          omega
        · rw [Finsupp.tsub_apply, Finsupp.tsub_apply, g j hji, Finsupp.single_eq_same]
          omega
      omega

/-- In at least one dimension, every real polynomial is the Laplacian of a real polynomial. -/
theorem laplacian_surjective [Nonempty σ] :
    Function.Surjective (laplacian (σ := σ)) := by
  classical
  intro p
  obtain ⟨i⟩ := ‹Nonempty σ›
  have h : p ∈ LinearMap.range (laplacian (σ := σ)) := by
    rw [p.as_sum]
    exact Submodule.sum_mem _ fun s _ =>
      monomial_mem_range_laplacian i _ s _ (Nat.lt_succ_self _)
  exact LinearMap.mem_range.mp h

/-- Every polynomial vector potential can be brought to Coulomb gauge by a polynomial gauge
function, and the gauge functions that do so differ exactly by harmonic polynomials. -/
theorem coulomb_gauge (A : σ → MvPolynomial σ ℝ) :
    ∃ χ₀, divergence (gaugeTransform A χ₀) = 0 ∧
      ∀ χ, divergence (gaugeTransform A χ) = 0 ↔ ∃ h, laplacian h = 0 ∧ χ = χ₀ + h := by
  -- Solve the Poisson equation for the gauge function.
  obtain ⟨χ₀, h₀⟩ : ∃ χ₀, divergence A + laplacian χ₀ = 0 := by
    rcases isEmpty_or_nonempty σ with hσ | hσ
    · exact ⟨0, by simp [divergence]⟩
    · obtain ⟨χ₀, h⟩ := laplacian_surjective (-divergence A)
      exact ⟨χ₀, by rw [h, add_neg_cancel]⟩
  refine ⟨χ₀, by rw [divergence_gaugeTransform, h₀], fun χ => ?_⟩
  rw [divergence_gaugeTransform]
  constructor
  · intro h
    refine ⟨χ - χ₀, ?_, by ring⟩
    rw [map_sub]
    linear_combination h - h₀
  · rintro ⟨h, hh, rfl⟩
    rw [map_add, hh, add_zero, h₀]

/-- For two different coordinates, the gauge function `x_i x_j` leaves the divergence of
every potential unchanged but changes the potential itself. -/
theorem residual_gauge_freedom (A : σ → MvPolynomial σ ℝ) {i j : σ} (hij : i ≠ j) :
    divergence (gaugeTransform A (X i * X j)) = divergence A ∧
      gaugeTransform A (X i * X j) ≠ A := by
  constructor
  · have hharm : laplacian (X i * X j : MvPolynomial σ ℝ) = 0 := by
      change ∑ k, pderiv k (pderiv k (X i * X j : MvPolynomial σ ℝ)) = 0
      refine Finset.sum_eq_zero fun k _ => ?_
      rcases eq_or_ne i k with rfl | hi
      · simp [Derivation.leibniz, pderiv_X_of_ne hij.symm]
      · rcases eq_or_ne j k with rfl | hj
        · simp [Derivation.leibniz, pderiv_X_of_ne hi]
        · simp [Derivation.leibniz, pderiv_X_of_ne hi, pderiv_X_of_ne hj]
    rw [divergence_gaugeTransform, hharm, add_zero]
  · intro h
    have hd : pderiv i (X i * X j : MvPolynomial σ ℝ) = X j := by
      simp [Derivation.leibniz, pderiv_X_of_ne hij.symm]
    have h1 : A i + pderiv i (X i * X j) = A i := congrFun h i
    rw [hd] at h1
    exact X_ne_zero (R := ℝ) j (by linear_combination h1)

omit [Fintype σ] in
/-- Partial derivatives of a polynomial commute. -/
theorem pderiv_comm_apply (j k : σ) (p : MvPolynomial σ ℝ) :
    pderiv j (pderiv k p) = pderiv k (pderiv j p) := by
  classical
  -- The commutator is a derivation that vanishes on every coordinate.
  have h : ⁅(pderiv j : Derivation ℝ (MvPolynomial σ ℝ) (MvPolynomial σ ℝ)),
      (pderiv k : Derivation ℝ (MvPolynomial σ ℝ) (MvPolynomial σ ℝ))⁆ = 0 := by
    refine MvPolynomial.derivation_ext fun i => ?_
    rw [Derivation.commutator_apply, pderiv_X, pderiv_X, Pi.single_apply, Pi.single_apply]
    split_ifs <;> simp
  have hp := DFunLike.congr_fun h p
  rw [Derivation.commutator_apply] at hp
  exact sub_eq_zero.mp hp

omit [Fintype σ] in
/-- A gauge transformation leaves the field strength unchanged. -/
theorem fieldStrength_gaugeTransform (A : σ → MvPolynomial σ ℝ) (χ : MvPolynomial σ ℝ)
    (j k : σ) : fieldStrength (gaugeTransform A χ) j k = fieldStrength A j k := by
  unfold fieldStrength gaugeTransform
  rw [map_add, map_add, pderiv_comm_apply j k χ]
  ring

/-- In Coulomb gauge the divergence `∑ ∂_j F_jk` of the field strength is the Laplacian
of the component `A_k`. -/
theorem divergence_fieldStrength_of_coulomb (A : σ → MvPolynomial σ ℝ)
    (hA : divergence A = 0) (k : σ) :
    ∑ j, pderiv j (fieldStrength A j k) = laplacian (A k) := by
  have h : pderiv k (divergence A) = 0 := by rw [hA, map_zero]
  unfold divergence at h
  rw [map_sum] at h
  have hswap : ∑ j, pderiv j (pderiv k (A j)) = ∑ j, pderiv k (pderiv j (A j)) :=
    Finset.sum_congr rfl fun j _ => pderiv_comm_apply j k (A j)
  simp only [fieldStrength, map_sub, Finset.sum_sub_distrib]
  rw [hswap, h, sub_zero]
  rfl

end

end PolynomialCoulombGauge
```

```lean
#print axioms PolynomialCoulombGauge.coulomb_gauge
-- 'PolynomialCoulombGauge.coulomb_gauge' depends on axioms: [propext, Classical.choice, Quot.sound]
#print axioms PolynomialCoulombGauge.residual_gauge_freedom
-- 'PolynomialCoulombGauge.residual_gauge_freedom' depends on axioms: [propext, Classical.choice, Quot.sound]
#print axioms PolynomialCoulombGauge.fieldStrength_gaugeTransform
-- 'PolynomialCoulombGauge.fieldStrength_gaugeTransform' depends on axioms: [propext, Classical.choice, Quot.sound]
#print axioms PolynomialCoulombGauge.divergence_fieldStrength_of_coulomb
-- 'PolynomialCoulombGauge.divergence_fieldStrength_of_coulomb' depends on axioms: [propext, Classical.choice, Quot.sound]
```

## Exact polynomial identities, without boundary conditions

The coordinates are the elements of a finite type `σ`, so $n$ is the number of its elements. A scalar field is an element of `MvPolynomial σ ℝ`, and a vector potential is a function `A : σ → MvPolynomial σ ℝ` that assigns a component to each coordinate. `pderiv j` is $\partial_j$, and `monomial s a` is $a\,x^s$. The definitions fix the plus sign in $A_j+\partial_j\chi$, the Euclidean form of the Laplacian and the order of indices in $F_{jk}$. Charge, units, time and the scalar potential do not appear, and neither does the wavefunction with its phase.

`coulomb_gauge` states that for every `A` there is a `χ₀` that reaches Coulomb gauge, and that any `χ` reaches it if and only if `χ = χ₀ + h` for some `h` with `laplacian h = 0`. It has no hypothesis on the number of coordinates. With none, the divergence is an empty sum and every gauge function works. `laplacian_surjective` does need `[Nonempty σ]`, because with no coordinates the Laplacian is the zero map on the constants. With one coordinate, the harmonic polynomials are $b_0+b_1x$, and Coulomb gauge means that the single component is constant.

For a code, this guarantees that the exact algebraic problem always has a solution and describes all the others. It does not select a solution that meets given boundary conditions, and it does not address discretised derivatives or rounding errors. The recursion above also yields a $\chi_0$ whose degree exceeds that of a nonzero $\operatorname{div}A$ by exactly two, a fact that none of the theorems states.

### From the recursion to the Lean proof

`divergence_gaugeTransform` is the shift of the divergence by $\Delta\chi$, obtained from the linearity of derivatives and sums.

`monomial_mem_range_laplacian` contains the induction. It shows that `monomial s a` lies in the range of the Laplacian whenever its degree in the coordinates other than `i` is below `N`, and it proceeds by induction on `N`. For `N = 0` no monomial satisfies the condition. In the step, `hc` fixes the coefficient $c$, `hi` is the identity $\partial_i\partial_iu=a\,x^s$, and `key` expresses the monomial as $\Delta u$ minus the other second derivatives. The range is a linear subspace, so it suffices to place each of those terms in it. If $s_j=0$, the term is zero. Otherwise `hlt` shows that the degree has dropped, and the induction hypothesis `ih` applies. The case $s_j=1$ falls under the second branch: subtraction of natural numbers stops at zero, so the exponent still drops, and the coefficient is zero.

`laplacian_surjective` writes a polynomial as the sum of its monomials and applies this lemma to each. `coulomb_gauge` first solves $\operatorname{div}A+\Delta\chi_0=0$, treating the case without coordinates separately. It then proves the two directions of the equivalence: `linear_combination h - h₀` is the subtraction of the two Poisson equations, and the converse adds a harmonic polynomial.

`residual_gauge_freedom` checks each second derivative of $x_ix_j$ and then compares component `i` of the two potentials. `pderiv_comm_apply` is the commutator argument; `fieldStrength_gaugeTransform` uses it to cancel the mixed derivatives of $\chi$. `divergence_fieldStrength_of_coulomb` uses it to turn $\sum_j\partial_j\partial_kA_j$ into $\partial_k\operatorname{div}A$, which vanishes by the hypothesis `hA`.

### Fourier modes on a periodic cell

A plane-wave code would be matched more closely by potentials that are finite sums of Fourier modes on a periodic cell. The Laplacian multiplies the mode with wavevector $G$ by $-|G|^2$, so it would no longer be surjective: constants other than zero are missed. The gauge problem would remain solvable, because the divergence of a periodic field has no constant mode, and the induction would be replaced by a division by $|G|^2$. The periodic harmonic functions are constants, so the Coulomb-gauge potential reached from a given $A$ by periodic gauge functions would be unique. The price is that a uniform nonzero magnetic field has no periodic vector potential, whereas the polynomial model includes it.
